# Alternating core and valence updates converge on a complete valence space when their Lipschitz constants multiply to less than one

## Two numbers that respond to each other

Let one real number $x$ describe the valence electrons of an atom and another, $y$, its core, both measured as displacements from their self-consistent values. Suppose that the core responds to the valence by $y=2x$ and the valence to the core by $x=0.3\,y$. Start at $x_0=1$. The core moves to $2$, the valence to $0.6$, the core to $1.2$, the valence to $0.36$. The core update stretches displacements, yet the iteration converges, because a full sweep multiplies the valence displacement by $2\times0.3=0.6$.

With response factors $a,b\ge 0$ in place of $2$ and $0.3$, the valence displacement after $n$ sweeps is $x_n=(ab)^n x_0$. Only the product $ab$ decides whether it shrinks. For nonlinear responses, let $a$ and $b$ be bounds on how strongly each update can amplify a difference. Then $ab<1$ is still enough for the displacement to shrink, but $ab\ge1$ does not rule out convergence.

## Frozen and relaxed cores

A frozen-core PAW calculation keeps the core density of a reference atom and solves only for the valence electrons. A relaxed-core calculation also lets the core respond to the valence electrons, and then both must agree.

Let $X$ be the space of valence states and $Y$ the space of core states, each with a distance $d$. The map $F:X\to Y$ gives the core relaxed in a given valence state, and $G:Y\to X$ gives the valence state solved in a given core. A pair $(x,y)$ is self-consistent when

$$y=F(x),\qquad x=G(y).$$

The strength of the coupling enters through two constants $a,b\ge0$:

$$d(F(u),F(v))\le a\,d(u,v),\qquad d(G(s),G(t))\le b\,d(s,t).$$

Here $a$ bounds how far the core moves per unit change of the valence state, and $b$ bounds the reverse response. Rescaling the distance on $Y$ changes $a$ and $b$ but leaves $ab$ alone.

For relaxed-core PAW the result gives a sufficient condition for alternating core and valence solves to converge, in a model where each solve is a single-valued map with a known global Lipschitz constant.

## What is stated, and under which assumptions

The main theorem, `relaxed_core_convergence`, assumes that $X$ is nonempty and complete, that $F$ and $G$ have Lipschitz constants $a$ and $b$, and that $ab<1$. It states that exactly one self-consistent pair $(x,y)$ exists. From every start $x_0$, the valence states $x_n$ converge to $x$ and the relaxed cores $y_n=F(x_n)$ converge to $y$, with

$$d(x_n,x)\le (ab)^n d(x_0,x),\qquad d(y_n,y)\le (ab)^n d(y_0,y).$$

The initial core $y_0=F(x_0)$ is the one relaxed in the starting valence state, not a freely chosen one.

In the Lean file these objects appear as follows.

- `X` and `Y` are arbitrary metric spaces. Completeness, `[CompleteSpace X]`, is required of the valence space only.
- `LipschitzWith a F` is the inequality for $F$ above. The constants have type `ℝ≥0`, so they are nonnegative by construction, and they are upper bounds that need not be optimal.
- `IsSelfConsistent F G x y` is the pair of equations.
- `valence F G x₀ n` is $x_n$ and `core F G x₀ n` is $y_n$. One sweep applies $F$ first and $G$ second.
- `Tendsto … atTop (𝓝 x)` is convergence to $x$ as $n\to\infty$.

Nothing in the file is specific to PAW: there is no Hamiltonian, density functional or projector. That a given material satisfies $ab<1$ is a hypothesis about its response. The maps are also exact, with no tolerance in the individual solves and no density mixing.

## From one sweep to convergence

Write $q=ab$ and $S(u)=G(F(u))$ for a full sweep. The two Lipschitz bounds combine to

$$d(S(u),S(v))\le b\,d(F(u),F(v))\le q\,d(u,v).$$

**Errors.** If $(x,y)$ is self-consistent, then $S(x)=G(y)=x$. Hence $d(x_{n+1},x)=d(S(x_n),S(x))\le q\,d(x_n,x)$, and induction from $n=0$ gives $d(x_n,x)\le q^n d(x_0,x)$. The cores obey $y_{n+1}=F(G(y_n))$, and $F(G(y))=y$. The same argument with the two maps exchanged gives their bound.

**Existence.** Now let $q<1$. Induction gives $d(x_{k+1},x_k)\le q^k d(x_1,x_0)$. For $m>n$, the triangle inequality and the geometric series give

$$d(x_m,x_n)\le\sum_{k=n}^{m-1}q^k d(x_1,x_0)\le\frac{q^n}{1-q}\,d(x_1,x_0).$$

The sequence is therefore Cauchy and has a limit $x$ in the complete space $X$. Since $S$ is continuous, taking the limit in $x_{n+1}=S(x_n)$ gives $x=S(x)$. With $y=F(x)$ the pair is self-consistent.

**Uniqueness.** If $(x',y')$ is also self-consistent, then $d(x',x)=d(S(x'),S(x))\le q\,d(x',x)$. As $q<1$, this forces $d(x',x)=0$, so $x'=x$ and $y'=F(x')=F(x)=y$. Convergence from any start follows from the error bounds, because $q^n\to0$.

## The error of a frozen core

Now keep an arbitrary core $c\in Y$ fixed and compute the valence state $G(c)$. Let $r=d(c,F(G(c)))$ be the distance that the core would move if it were relaxed once. With $(x,y)$ self-consistent and $q<1$,

$$d(c,y)\le r+d(F(G(c)),F(G(y)))\le r+q\,d(c,y),$$

so $d(c,y)\le r/(1-q)$. Since $x=G(y)$,

$$d(G(c),x)\le b\,d(c,y)\le\frac{b}{1-ab}\,r.$$

This is `frozen_core_error`, where $c$ is called `y₀`. One extra core solve thus turns a frozen-core result into an error estimate, provided that $a$ and $b$ are known.

## Simultaneous updates and the threshold

If both parts respond to each other's old state, a step sends $(x,y)$ to $(G(y),F(x))$, and two steps send it to $(G(F(x)),F(G(y)))$. This amounts to two independent alternating iterations, one started from the valence state and one from the core. The bound gains a factor $ab$ every two steps, although each step evaluates $F$ and $G$ once, just as an alternating sweep does.

The opening example attains the alternating valence bound with equality, so no smaller factor works for all maps with the given constants. At $ab=1$ existence can fail: $F(x)=x+1$ and $G(y)=y$ on the real line both have Lipschitz constant one, but self-consistency would require $x=x+1$.

## The loop in a program

For the exact, unmixed updates of this model, the alternating loop can be written as follows:

```
y = relax_core(x)
repeat
    x = solve_valence(y)
    y_new = relax_core(x)
    change = distance(y, y_new)
    y = y_new
until change < tolerance
```

Here `change` is exactly the residual $r$ of the core in which the current `x` was solved. The frozen-core bound therefore applies at every pass: the valence error is at most $b/(1-ab)$ times `change`. When $ab$ is close to one, a small change can still leave a large error. The observed ratio of successive valence changes never exceeds $ab$, so it can reveal slow convergence but cannot certify an upper bound on $ab$.

## The Lean file

```lean
import Mathlib

open Filter Topology NNReal

namespace RelaxedCore

section Definitions

variable {X Y : Type*}

/-- A valence state `x` and a core state `y` are self-consistent when the core is the response
`F x` to the valence and the valence is the response `G y` to the core. -/
def IsSelfConsistent (F : X → Y) (G : Y → X) (x : X) (y : Y) : Prop :=
  y = F x ∧ x = G y

/-- The valence state after `n` alternating sweeps from `x₀`: each sweep relaxes the core in the
current valence state and then updates the valence in the new core. -/
def valence (F : X → Y) (G : Y → X) (x₀ : X) : ℕ → X
  | 0 => x₀
  | n + 1 => G (F (valence F G x₀ n))

/-- The core state relaxed in the valence state reached after `n` alternating sweeps. -/
def core (F : X → Y) (G : Y → X) (x₀ : X) (n : ℕ) : Y :=
  F (valence F G x₀ n)

/-- Simultaneous updating: in each step core and valence both respond to the other's old state. -/
def simultaneous (F : X → Y) (G : Y → X) (p : X × Y) : ℕ → X × Y
  | 0 => p
  | n + 1 => (G (simultaneous F G p n).2, F (simultaneous F G p n).1)

/-- A self-consistent pair is unchanged by a full sweep, whether the sweep begins with the core
update or with the valence update. -/
theorem IsSelfConsistent.sweep {F : X → Y} {G : Y → X} {x : X} {y : Y}
    (h : IsSelfConsistent F G x y) : G (F x) = x ∧ F (G y) = y := by
  obtain ⟨hy, hx⟩ := h
  exact ⟨by rw [← hy, ← hx], by rw [← hx, ← hy]⟩

end Definitions

variable {X Y : Type*} [MetricSpace X] [MetricSpace Y]
  {F : X → Y} {G : Y → X} {a b : ℝ≥0} {x : X} {y : Y}

/-- If the core and valence updates have Lipschitz constants `a` and `b`, one full sweep multiplies
the distance between two valence states by at most `a b`. -/
theorem sweep_contract (hF : LipschitzWith a F) (hG : LipschitzWith b G) (u v : X) :
    dist (G (F u)) (G (F v)) ≤ (a : ℝ) * b * dist u v :=
  calc dist (G (F u)) (G (F v)) ≤ b * dist (F u) (F v) := hG.dist_le_mul _ _
    _ ≤ b * (a * dist u v) :=
        mul_le_mul_of_nonneg_left (hF.dist_le_mul u v) b.coe_nonneg
    _ = (a : ℝ) * b * dist u v := by ring

/-- For Lipschitz updates with constants `a` and `b`, the distances of the valence and of the core
from a self-consistent pair after `n` alternating sweeps are at most `(a b)^n` times their
initial values. -/
theorem alternating_error (hF : LipschitzWith a F) (hG : LipschitzWith b G)
    (h : IsSelfConsistent F G x y) (x₀ : X) (n : ℕ) :
    dist (valence F G x₀ n) x ≤ ((a : ℝ) * b) ^ n * dist x₀ x ∧
    dist (core F G x₀ n) y ≤ ((a : ℝ) * b) ^ n * dist (F x₀) y := by
  have hc : (0 : ℝ) ≤ (a : ℝ) * b := by positivity
  induction n with
  | zero => simp [valence, core]
  | succ n ih =>
    -- compare one more sweep with the sweep that fixes the self-consistent pair
    have hv := sweep_contract hF hG (valence F G x₀ n) x
    have hk := sweep_contract hG hF (core F G x₀ n) y
    rw [h.sweep.1] at hv
    rw [h.sweep.2] at hk
    constructor
    · calc dist (valence F G x₀ (n + 1)) x
          ≤ (a : ℝ) * b * dist (valence F G x₀ n) x := hv
        _ ≤ (a : ℝ) * b * (((a : ℝ) * b) ^ n * dist x₀ x) :=
            mul_le_mul_of_nonneg_left ih.1 hc
        _ = ((a : ℝ) * b) ^ (n + 1) * dist x₀ x := by ring
    · calc dist (core F G x₀ (n + 1)) y
          ≤ (b : ℝ) * a * dist (core F G x₀ n) y := hk
        _ = (a : ℝ) * b * dist (core F G x₀ n) y := by ring
        _ ≤ (a : ℝ) * b * (((a : ℝ) * b) ^ n * dist (F x₀) y) :=
            mul_le_mul_of_nonneg_left ih.2 hc
        _ = ((a : ℝ) * b) ^ (n + 1) * dist (F x₀) y := by ring

/-- Let the valence space be nonempty and complete and let the core and valence updates have
Lipschitz constants with `a b < 1`. Then there is exactly one self-consistent pair, and alternating
updates from any start converge to it with valence and core errors at most `(a b)^n` times
the initial ones. -/
theorem relaxed_core_convergence [Nonempty X] [CompleteSpace X]
    (hF : LipschitzWith a F) (hG : LipschitzWith b G) (hab : a * b < 1) :
    ∃ x y, IsSelfConsistent F G x y ∧
      (∀ x' y', IsSelfConsistent F G x' y' → x' = x ∧ y' = y) ∧
      ∀ x₀, Tendsto (valence F G x₀) atTop (𝓝 x) ∧ Tendsto (core F G x₀) atTop (𝓝 y) ∧
        ∀ n, dist (valence F G x₀ n) x ≤ ((a : ℝ) * b) ^ n * dist x₀ x ∧
          dist (core F G x₀ n) y ≤ ((a : ℝ) * b) ^ n * dist (F x₀) y := by
  have h1 : (a : ℝ) * b < 1 := by exact_mod_cast hab
  -- the full sweep is a contraction of the valence space
  have hc : ContractingWith (b * a) (G ∘ F) := ⟨by rwa [mul_comm], hG.comp hF⟩
  obtain ⟨x, hx⟩ : ∃ x, G (F x) = x :=
    ⟨ContractingWith.fixedPoint (G ∘ F) hc, hc.fixedPoint_isFixedPt⟩
  have h : IsSelfConsistent F G x (F x) := ⟨rfl, hx.symm⟩
  have hlim : ∀ C : ℝ, Tendsto (fun n : ℕ => ((a : ℝ) * b) ^ n * C) atTop (𝓝 0) := by
    intro C
    have ht := (tendsto_pow_atTop_nhds_zero_of_lt_one
      (by positivity : (0 : ℝ) ≤ (a : ℝ) * b) h1).mul_const C
    rwa [zero_mul] at ht
  refine ⟨x, F x, h, ?_, fun x₀ => ⟨?_, ?_, alternating_error hF hG h x₀⟩⟩
  · intro x' y' h'
    have hd := sweep_contract hF hG x' x
    rw [h'.sweep.1, hx] at hd
    have hxx : x' = x := dist_le_zero.1 (by nlinarith [dist_nonneg (x := x') (y := x)])
    exact ⟨hxx, by rw [h'.1, hxx]⟩
  · exact tendsto_iff_dist_tendsto_zero.2 (squeeze_zero (fun _ => dist_nonneg)
      (fun n => (alternating_error hF hG h x₀ n).1) (hlim _))
  · exact tendsto_iff_dist_tendsto_zero.2 (squeeze_zero (fun _ => dist_nonneg)
      (fun n => (alternating_error hF hG h x₀ n).2) (hlim _))

/-- Let the core and valence updates have Lipschitz constants `a` and `b` with `a b < 1`, and let a
self-consistent pair be given. The valence state computed in a frozen core `y₀` differs from the
self-consistent one by at most `b / (1 - a b)` times the distance the core would move in a single
relaxation. -/
theorem frozen_core_error (hF : LipschitzWith a F) (hG : LipschitzWith b G)
    (hab : a * b < 1) (h : IsSelfConsistent F G x y) (y₀ : Y) :
    dist (G y₀) x ≤ b / (1 - (a : ℝ) * b) * dist y₀ (F (G y₀)) := by
  have h1 : (a : ℝ) * b < 1 := by exact_mod_cast hab
  have ht := dist_triangle y₀ (F (G y₀)) y
  have hk := sweep_contract hG hF y₀ y
  rw [h.sweep.2] at hk
  -- the core error is controlled by the core residual
  have hy : dist y₀ y ≤ dist y₀ (F (G y₀)) / (1 - (a : ℝ) * b) := by
    rw [le_div_iff₀ (by linarith)]
    nlinarith
  calc dist (G y₀) x = dist (G y₀) (G y) := by rw [← h.2]
    _ ≤ b * dist y₀ y := hG.dist_le_mul _ _
    _ ≤ b * (dist y₀ (F (G y₀)) / (1 - (a : ℝ) * b)) :=
        mul_le_mul_of_nonneg_left hy b.coe_nonneg
    _ = b / (1 - (a : ℝ) * b) * dist y₀ (F (G y₀)) := by ring

/-- For simultaneous core and valence updates with Lipschitz constants `a` and `b`, the valence and
core distances from a self-consistent pair after `2 n` steps are at most `(a b)^n` times their
initial values. -/
theorem simultaneous_error (hF : LipschitzWith a F) (hG : LipschitzWith b G)
    (h : IsSelfConsistent F G x y) (p : X × Y) (n : ℕ) :
    dist (simultaneous F G p (2 * n)).1 x ≤ ((a : ℝ) * b) ^ n * dist p.1 x ∧
    dist (simultaneous F G p (2 * n)).2 y ≤ ((a : ℝ) * b) ^ n * dist p.2 y := by
  -- two simultaneous steps are two independent alternating sweeps
  have hs : ∀ n, simultaneous F G p (2 * n) = (valence F G p.1 n, valence G F p.2 n) := by
    intro n
    induction n with
    | zero => rfl
    | succ n ih =>
      have h2 : simultaneous F G p (2 * (n + 1)) =
          (G (F (simultaneous F G p (2 * n)).1), F (G (simultaneous F G p (2 * n)).2)) := rfl
      rw [h2, ih]
      rfl
  rw [hs n]
  refine ⟨(alternating_error hF hG h p.1 n).1, ?_⟩
  have hk := (alternating_error hG hF (⟨h.2, h.1⟩ : IsSelfConsistent G F y x) p.2 n).1
  rwa [mul_comm (b : ℝ) (a : ℝ)] at hk

/-- For the linear responses `F x = a x` and `G y = b y` on the real line with `a, b ≥ 0`, the pair
`(0, 0)` is self-consistent, and the distance of the valence from `0` after `n` alternating sweeps
equals `(a b)^n` times its initial value. -/
theorem linear_response_sharp (a b : ℝ≥0) (x₀ : ℝ) (n : ℕ) :
    IsSelfConsistent (fun x : ℝ => (a : ℝ) * x) (fun y : ℝ => (b : ℝ) * y) 0 0 ∧
    dist (valence (fun x : ℝ => (a : ℝ) * x) (fun y : ℝ => (b : ℝ) * y) x₀ n) 0 =
      ((a : ℝ) * b) ^ n * dist x₀ 0 := by
  have hv : valence (fun x : ℝ => (a : ℝ) * x) (fun y : ℝ => (b : ℝ) * y) x₀ n =
      ((a : ℝ) * b) ^ n * x₀ := by
    induction n with
    | zero => simp [valence]
    | succ n ih =>
      simp only [valence, ih]
      ring
  have hc : (0 : ℝ) ≤ ((a : ℝ) * b) ^ n := by positivity
  refine ⟨by simp [IsSelfConsistent], ?_⟩
  rw [hv, Real.dist_eq, Real.dist_eq, sub_zero, sub_zero, abs_mul, abs_of_nonneg hc]

/-- On the real line the updates `F x = x + 1` and `G y = y` both have Lipschitz constant one,
and no self-consistent pair exists. -/
theorem no_solution_at_threshold :
    LipschitzWith 1 (fun x : ℝ => x + 1) ∧ LipschitzWith 1 (id : ℝ → ℝ) ∧
      ¬ ∃ x y : ℝ, IsSelfConsistent (fun x : ℝ => x + 1) id x y := by
  refine ⟨LipschitzWith.of_dist_le_mul fun x y => by simp, LipschitzWith.id, ?_⟩
  rintro ⟨x, y, hy, hx⟩
  have hy' : y = x + 1 := hy
  have hx' : x = y := hx
  linarith

end RelaxedCore
```

```lean
#print axioms RelaxedCore.relaxed_core_convergence
#print axioms RelaxedCore.simultaneous_error
#print axioms RelaxedCore.linear_response_sharp
#print axioms RelaxedCore.no_solution_at_threshold
```

```
'RelaxedCore.relaxed_core_convergence' depends on axioms: [propext, Classical.choice, Quot.sound]
'RelaxedCore.simultaneous_error' depends on axioms: [propext, Classical.choice, Quot.sound]
'RelaxedCore.linear_response_sharp' depends on axioms: [propext, Classical.choice, Quot.sound]
'RelaxedCore.no_solution_at_threshold' depends on axioms: [propext, Classical.choice, Quot.sound]
```

## How the lemmas carry the argument

`IsSelfConsistent.sweep` records that a self-consistent pair is unchanged by $G\circ F$ on the valence side and by $F\circ G$ on the core side. `sweep_contract` is the Lipschitz estimate for one full sweep, written as a `calc` chain.

`alternating_error` is the induction. Its core half calls `sweep_contract hG hF`, the same lemma with the maps exchanged. Rewriting with `h.sweep` replaces the image of the self-consistent state by the state itself. This lemma needs neither completeness nor $ab<1$; besides the two Lipschitz bounds, it assumes only that a self-consistent pair is given.

In `relaxed_core_convergence`, `hc` says that the full sweep is a contraction. Mathlib's contraction principle then supplies the fixed point, in place of the Cauchy argument above. For uniqueness, `nlinarith` draws the conclusion from $d\le q\,d$, $q<1$ and $d\ge0$. For convergence, `squeeze_zero` traps each distance between zero and a geometric sequence, which tends to zero by `hlim`.

In `frozen_core_error`, `ht` is the triangle inequality and `hk` the contraction of the core sweep. Together they give `hy`, the bound on the core error, and the final `calc` passes it through $G$.

In `simultaneous_error`, the identity `hs` expresses $2n$ simultaneous steps as the pair `(valence F G p.1 n, valence G F p.2 n)`, after which `alternating_error` is applied to each component. `linear_response_sharp` proves the closed form $x_n=(ab)^n x_0$ by induction and takes absolute values. `no_solution_at_threshold` checks the two Lipschitz constants and leaves the contradiction between $y=x+1$ and $x=y$ to `linarith`.
